# Data augmentation on a finite state space: stationary lag correlations of any real observable of x are nonnegative and never increase

## Positive marginals, possible zeros

Data augmentation is meant here as a Monte Carlo method: to sample a variable x, it brings in an auxiliary variable y and a joint weight p(x,y). The first choice is how much positivity to ask of this weight. The sampler draws y given x and then a new x given y, so it divides by the two marginals

pX(x) = Σ_y p(x,y),  pY(y) = Σ_x p(x,y).

These are taken to be strictly positive, while single entries p(x,y) need only be nonnegative. Physically, every x and every y can occur, but some pairs may be forbidden. Swendsen–Wang updates of a finite ferromagnetic Ising model at finite nonzero temperature are of this kind: x is the spin configuration, y the bond configuration, and a bond never joins opposite spins.

The weight is not normalised. Write Z for the sum of all p(x,y), which is positive when X and Y are nonempty. The target distribution of x is then pX(x)/Z.

## The chain and its lag correlation

One full update from x to x' has the transition probability

K(x,x') = Σ_y p(x,y) p(x',y) / (pX(x) pY(y)).

For real observables f and g of x, define

⟨f, g⟩ = Σ_x pX(x) f(x) g(x),
C(k) = ⟨f, K^k f⟩.

For a chain started in the target distribution, C(k)/Z is the mean of the product of f now and f after k updates. Replacing f by f minus its mean turns this into the autocovariance.

This bears directly on error bars: for such a stationary finite chain, the average of f over n successive states has a variance at least as large as the average over n independent draws from the target.

## The theorems in words

In Lean, X and Y are finite types and the weight is a function `p : X → Y → ℝ`. The marginals are `margX p` and `margY p`, the transition matrix is `kernel p`, the weighted inner product is `wInner p`, and C(k) is `lagCorr p f k`. The notation `*ᵥ` applies a matrix to an observable. The hypotheses `hp`, `hX` and `hY` say that the entries are nonnegative and that the two marginals are strictly positive.

Under these hypotheses `data_augmentation` states three things:

- K has nonnegative entries and its rows sum to one.
- K satisfies detailed balance with pX.
- C(k) ≥ 0 for every real f and every natural number k. The case k = 1 says that K is positive semidefinite in the weighted inner product.

Two further theorems sharpen the third item. `lagCorr_antitone` says that C(k) never increases with k. `lagCorr_one_eq_zero_iff` says that C(1) = 0 exactly when the conditional mean of f is zero for every y.

The statements concern a finite matrix and weighted sums; the random trajectory behind the reading of C(k)/Z is not constructed. Continuous state spaces are not covered, and nothing is said about convergence to the target or about how fast C(k) decays.

## Two conditional averages make one update

For f on X and h on Y, define the conditional means

E[f|y] = Σ_x p(x,y) f(x) / pY(y),
E[h|x] = Σ_y p(x,y) h(y) / pX(x).

The row sums of K follow by summing over x' first:

Σ_x' K(x,x') = Σ_y p(x,y) pY(y) / (pX(x) pY(y)) = Σ_y p(x,y) / pX(x) = 1.

Detailed balance holds because the expression

pX(x) K(x,x') = Σ_y p(x,y) p(x',y) / pY(y)

is unchanged when x and x' are exchanged.

Now let K act on an observable g. Carrying out the sum over x' inside the sum over y gives

(K g)(x) = Σ_y p(x,y) E[g|y] / pX(x).

So K averages g over x given y, and then averages the result over y given x. Inserting this into the inner product cancels pX(x):

⟨f, K g⟩ = Σ_x Σ_y p(x,y) f(x) E[g|y] = Σ_y pY(y) E[f|y] E[g|y].

The right side is symmetric in f and g, so ⟨K f, g⟩ = ⟨f, K g⟩. Moving one factor of K at a time gives ⟨K^m f, g⟩ = ⟨f, K^m g⟩ for every m.

## Even and odd lags as sums of squares

Moving m factors of K to the left entry gives, for the two parities of the lag,

C(2m) = ⟨K^m f, K^m f⟩ = Σ_x pX(x) (K^m f)(x)²,
C(2m+1) = ⟨K^m f, K K^m f⟩ = Σ_y pY(y) E[K^m f|y]².

Both are nonnegative. The even case uses only the symmetry of K; the odd case needs the factorisation into two conditional averages.

For the lag-one criterion, set m = 0:

C(1) = Σ_y pY(y) E[f|y]².

Since every pY(y) is positive, this sum vanishes exactly when every E[f|y] does.

## Why the correlation cannot grow

At fixed y, the weighted spread of f about its conditional mean is nonnegative:

0 ≤ Σ_x p(x,y) (f(x) − E[f|y])²
= Σ_x p(x,y) f(x)² − 2 E[f|y] Σ_x p(x,y) f(x) + pY(y) E[f|y]²
= Σ_x p(x,y) f(x)² − pY(y) E[f|y]².

The last step uses Σ_x p(x,y) f(x) = pY(y) E[f|y]. Summing over y gives

Σ_y pY(y) E[f|y]² ≤ Σ_x pX(x) f(x)².

Applied to K^m f, this is C(2m+1) ≤ C(2m). For the next lag, put h(y) = E[K^m f|y], so that (K^(m+1) f)(x) = E[h|x]. The same inequality with the roles of x and y exchanged gives

C(2m+2) = Σ_x pX(x) E[h|x]² ≤ Σ_y pY(y) h(y)² = C(2m+1).

## Two limits and the chain for y

If Y has a single element, y carries no information about x. Then K(x,x') = pX(x')/Z, and each update is an independent draw. With μ the mean of f under pX/Z, C(k)/Z = μ² for every k ≥ 1, which is zero for a centred observable. At the other extreme, let Y = X and let p be diagonal with positive diagonal entries. Then y fixes x completely, K is the identity, and C(k) = C(0) at every lag.

The argument treats x and y alike. Exchanging their roles shows that the chain of successive y values also has nonnegative, nonincreasing lag correlations, now weighted by pY.

## The Lean file

```lean
import Mathlib

open Matrix

namespace DataAugmentation

noncomputable section

variable {X Y : Type*} [Fintype X] [Fintype Y]

/-- The marginal weight of `x`, summed over the auxiliary variable `y`. -/
def margX (p : X → Y → ℝ) (x : X) : ℝ := ∑ y, p x y

/-- The marginal weight of the auxiliary variable `y`. -/
def margY (p : X → Y → ℝ) (y : Y) : ℝ := ∑ x, p x y

/-- The conditional mean of `f` given `y`, for `y` of nonzero marginal weight. -/
def condMean (p : X → Y → ℝ) (f : X → ℝ) (y : Y) : ℝ :=
  (∑ x, p x y * f x) / margY p y

/-- The data-augmentation kernel: draw `y` given `x`, then `x'` given `y`.
It is meant for weights whose marginals are all nonzero. -/
def kernel (p : X → Y → ℝ) : Matrix X X ℝ :=
  Matrix.of fun x x' => ∑ y, p x y * p x' y / (margX p x * margY p y)

/-- The inner product of two observables weighted by the marginal of `x`. -/
def wInner (p : X → Y → ℝ) (f g : X → ℝ) : ℝ := ∑ x, margX p x * f x * g x

omit [Fintype Y] in
/-- The marginal weight times the conditional mean is the unnormalised sum. -/
theorem margY_mul_condMean (p : X → Y → ℝ) (f : X → ℝ) (y : Y) (hy : 0 < margY p y) :
    margY p y * condMean p f y = ∑ x, p x y * f x := by
  have h := hy.ne'
  unfold condMean
  field_simp

/-- The kernel has nonnegative entries and each of its rows sums to one. -/
theorem kernel_stochastic (p : X → Y → ℝ) (hp : ∀ x y, 0 ≤ p x y)
    (hX : ∀ x, 0 < margX p x) (hY : ∀ y, 0 < margY p y) :
    (∀ x x', 0 ≤ kernel p x x') ∧ ∀ x, ∑ x', kernel p x x' = 1 := by
  refine ⟨fun x x' => Finset.sum_nonneg fun y _ => div_nonneg
    (mul_nonneg (hp x y) (hp x' y)) (mul_nonneg (hX x).le (hY y).le), fun x => ?_⟩
  have hx := (hX x).ne'
  -- summing over the new state removes the second conditional draw
  have h : ∀ y, ∑ x', p x y * p x' y / (margX p x * margY p y) = p x y / margX p x := by
    intro y
    have hy := (hY y).ne'
    rw [← Finset.sum_div, ← Finset.mul_sum]
    change p x y * margY p y / (margX p x * margY p y) = _
    field_simp
  simp only [kernel, Matrix.of_apply]
  rw [Finset.sum_comm, Finset.sum_congr rfl fun y _ => h y, ← Finset.sum_div]
  exact div_self hx

/-- The kernel acts on an observable as two successive conditional averages,
first over `x` given `y`, then over `y` given `x`. -/
theorem kernel_mulVec (p : X → Y → ℝ) (g : X → ℝ) :
    kernel p *ᵥ g = condMean (fun y x => p x y) (condMean p g) := by
  ext x
  change ∑ x', (∑ y, p x y * p x' y / (margX p x * margY p y)) * g x' =
    (∑ y, p x y * ((∑ x', p x' y * g x') / margY p y)) / margX p x
  simp only [Finset.sum_mul, Finset.sum_div, Finset.mul_sum]
  rw [Finset.sum_comm]
  refine Finset.sum_congr rfl fun y _ => Finset.sum_congr rfl fun x' _ => ?_
  ring

/-- The matrix element of the kernel between two observables is the weighted
sum over `y` of the product of their conditional means. -/
theorem wInner_kernel (p : X → Y → ℝ) (hX : ∀ x, 0 < margX p x)
    (hY : ∀ y, 0 < margY p y) (f g : X → ℝ) :
    wInner p f (kernel p *ᵥ g) = ∑ y, margY p y * condMean p f y * condMean p g y := by
  rw [kernel_mulVec]
  generalize condMean p g = h
  have hL : ∀ x, margX p x * f x * condMean (fun y x => p x y) h x
      = ∑ y, p x y * f x * h y := by
    intro x
    have e : margX p x * condMean (fun y x => p x y) h x = ∑ y, p x y * h y :=
      margY_mul_condMean (fun y x => p x y) h x (hX x)
    rw [mul_right_comm, e, Finset.sum_mul]
    exact Finset.sum_congr rfl fun y _ => by ring
  have hR : ∀ y, margY p y * condMean p f y * h y = ∑ x, p x y * f x * h y := by
    intro y
    rw [margY_mul_condMean p f y (hY y), Finset.sum_mul]
  unfold wInner
  rw [Finset.sum_congr rfl fun x _ => hL x, Finset.sum_congr rfl fun y _ => hR y]
  exact Finset.sum_comm

/-- Conditional averaging does not increase the weighted mean square. -/
theorem condMean_contraction (p : X → Y → ℝ) (hp : ∀ x y, 0 ≤ p x y)
    (hY : ∀ y, 0 < margY p y) (f : X → ℝ) :
    ∑ y, margY p y * condMean p f y ^ 2 ≤ ∑ x, margX p x * f x ^ 2 := by
  have h : ∀ y, margY p y * condMean p f y ^ 2 ≤ ∑ x, p x y * f x ^ 2 := by
    intro y
    have e := margY_mul_condMean p f y (hY y)
    generalize condMean p f y = m at e ⊢
    -- the weighted spread about the conditional mean is nonnegative
    have h0 : 0 ≤ ∑ x, p x y * (f x - m) ^ 2 :=
      Finset.sum_nonneg fun x _ => mul_nonneg (hp x y) (sq_nonneg _)
    have h1 : ∑ x, p x y * (f x - m) ^ 2
        = ∑ x, p x y * f x ^ 2 - 2 * m * ∑ x, p x y * f x + m ^ 2 * margY p y := by
      unfold margY
      rw [Finset.mul_sum, Finset.mul_sum, ← Finset.sum_sub_distrib,
        ← Finset.sum_add_distrib]
      exact Finset.sum_congr rfl fun x _ => by ring
    rw [h1, ← e] at h0
    linarith
  refine (Finset.sum_le_sum fun y _ => h y).trans (le_of_eq ?_)
  rw [Finset.sum_comm]
  exact Finset.sum_congr rfl fun x _ => by rw [margX, Finset.sum_mul]

variable [DecidableEq X]

/-- The correlation of the observable `f` with itself at lag `k`, weighted by the marginal of `x`,
which is not normalised. -/
def lagCorr (p : X → Y → ℝ) (f : X → ℝ) (k : ℕ) : ℝ :=
  wInner p f ((kernel p ^ k) *ᵥ f)

/-- Every power of the kernel is symmetric in the weighted inner product. -/
theorem kernel_pow_symm (p : X → Y → ℝ) (hX : ∀ x, 0 < margX p x)
    (hY : ∀ y, 0 < margY p y) (m : ℕ) (f g : X → ℝ) :
    wInner p ((kernel p ^ m) *ᵥ f) g = wInner p f ((kernel p ^ m) *ᵥ g) := by
  have comm : ∀ a b : X → ℝ, wInner p a b = wInner p b a := fun a b =>
    Finset.sum_congr rfl fun x _ => by ring
  have one : ∀ a b : X → ℝ, wInner p (kernel p *ᵥ a) b = wInner p a (kernel p *ᵥ b) := by
    intro a b
    rw [comm, wInner_kernel p hX hY, wInner_kernel p hX hY]
    exact Finset.sum_congr rfl fun y _ => by ring
  induction m generalizing f with
  | zero => simp only [pow_zero, Matrix.one_mulVec]
  | succ m ih =>
    rw [pow_succ, ← Matrix.mulVec_mulVec, ih, one, Matrix.mulVec_mulVec,
      ← pow_succ', ← pow_succ]

/-- The correlation at an even lag is a squared norm over `x`, and at an odd lag
a weighted sum over `y` of squared conditional means. -/
theorem lagCorr_squares (p : X → Y → ℝ) (hX : ∀ x, 0 < margX p x)
    (hY : ∀ y, 0 < margY p y) (f : X → ℝ) (m : ℕ) :
    lagCorr p f (2 * m) = ∑ x, margX p x * ((kernel p ^ m) *ᵥ f) x ^ 2 ∧
    lagCorr p f (2 * m + 1)
      = ∑ y, margY p y * condMean p ((kernel p ^ m) *ᵥ f) y ^ 2 := by
  constructor
  · rw [lagCorr, two_mul, pow_add, ← Matrix.mulVec_mulVec, ← kernel_pow_symm p hX hY]
    exact Finset.sum_congr rfl fun x _ => by ring
  · have e : kernel p ^ (2 * m + 1) = kernel p ^ m * (kernel p * kernel p ^ m) := by
      rw [← pow_succ', ← pow_add]
      congr 1
      omega
    rw [lagCorr, e, ← Matrix.mulVec_mulVec, ← Matrix.mulVec_mulVec,
      ← kernel_pow_symm p hX hY, wInner_kernel p hX hY]
    exact Finset.sum_congr rfl fun y _ => by ring

/-- The data-augmentation kernel is row-stochastic and in detailed balance with the
marginal of `x`, and the correlation of any observable is nonnegative at every lag. -/
theorem data_augmentation (p : X → Y → ℝ) (hp : ∀ x y, 0 ≤ p x y)
    (hX : ∀ x, 0 < margX p x) (hY : ∀ y, 0 < margY p y) :
    ((∀ x x', 0 ≤ kernel p x x') ∧ ∀ x, ∑ x', kernel p x x' = 1) ∧
    (∀ x x', margX p x * kernel p x x' = margX p x' * kernel p x' x) ∧
    ∀ (f : X → ℝ) (k : ℕ), 0 ≤ lagCorr p f k := by
  refine ⟨kernel_stochastic p hp hX hY, fun x x' => ?_, fun f k => ?_⟩
  · simp only [kernel, Matrix.of_apply, Finset.mul_sum]
    refine Finset.sum_congr rfl fun y _ => ?_
    have hx := (hX x).ne'
    have hx' := (hX x').ne'
    have hy := (hY y).ne'
    field_simp
  · -- even and odd lags are both sums of squares
    obtain ⟨m, rfl | rfl⟩ := Nat.even_or_odd' k
    · rw [(lagCorr_squares p hX hY f m).1]
      exact Finset.sum_nonneg fun x _ => mul_nonneg (hX x).le (sq_nonneg _)
    · rw [(lagCorr_squares p hX hY f m).2]
      exact Finset.sum_nonneg fun y _ => mul_nonneg (hY y).le (sq_nonneg _)

/-- The correlation of any observable never increases with the lag. -/
theorem lagCorr_antitone (p : X → Y → ℝ) (hp : ∀ x y, 0 ≤ p x y)
    (hX : ∀ x, 0 < margX p x) (hY : ∀ y, 0 < margY p y) (f : X → ℝ) :
    Antitone (lagCorr p f) := by
  refine antitone_nat_of_succ_le fun k => ?_
  obtain ⟨m, rfl | rfl⟩ := Nat.even_or_odd' k
  · rw [(lagCorr_squares p hX hY f m).1, (lagCorr_squares p hX hY f m).2]
    exact condMean_contraction p hp hY _
  · -- the second half step averages over `y` given `x`
    have e : 2 * m + 1 + 1 = 2 * (m + 1) := by ring
    rw [e, (lagCorr_squares p hX hY f (m + 1)).1, (lagCorr_squares p hX hY f m).2,
      pow_succ', ← Matrix.mulVec_mulVec, kernel_mulVec]
    exact condMean_contraction (fun y x => p x y) (fun y x => hp x y) hX _

/-- The lag-one correlation vanishes exactly when the conditional mean of the
observable is zero for every `y`. -/
theorem lagCorr_one_eq_zero_iff (p : X → Y → ℝ) (hX : ∀ x, 0 < margX p x)
    (hY : ∀ y, 0 < margY p y) (f : X → ℝ) :
    lagCorr p f 1 = 0 ↔ ∀ y, condMean p f y = 0 := by
  have h : lagCorr p f 1 = ∑ y, margY p y * condMean p f y ^ 2 := by
    simpa only [pow_zero, Matrix.one_mulVec, Nat.mul_zero, Nat.zero_add] using
      (lagCorr_squares p hX hY f 0).2
  rw [h, Finset.sum_eq_zero_iff_of_nonneg fun y _ => mul_nonneg (hY y).le (sq_nonneg _)]
  constructor
  · intro H y
    rcases mul_eq_zero.mp (H y (Finset.mem_univ y)) with h0 | h0
    · exact absurd h0 (hY y).ne'
    · exact (pow_eq_zero_iff two_ne_zero).mp h0
  · intro H y _
    simp [H y]

end

end DataAugmentation
```

```lean
#print axioms DataAugmentation.data_augmentation
#print axioms DataAugmentation.lagCorr_antitone
#print axioms DataAugmentation.lagCorr_one_eq_zero_iff
```

```
'DataAugmentation.data_augmentation' depends on axioms: [propext, Classical.choice, Quot.sound]
'DataAugmentation.lagCorr_antitone' depends on axioms: [propext, Classical.choice, Quot.sound]
'DataAugmentation.lagCorr_one_eq_zero_iff' depends on axioms: [propext, Classical.choice, Quot.sound]
```

## How the proof follows the derivation

`margY_mul_condMean` clears the denominator in the conditional mean. Only `condMean` given y is defined; E[h|x] is obtained by passing the transposed weight `fun y x => p x y` to the same definition, so each lemma about conditional means serves both half steps.

`kernel_stochastic` proves the row sums. Its inner statement `h` sums over x' at fixed y, and `Finset.sum_comm` brings the double sum into that order. `kernel_mulVec` is the factorisation of K into two averages: both sides are expanded into double sums and compared term by term with `ring`.

`wInner_kernel` is the formula for ⟨f, K g⟩. It first rewrites K g with `kernel_mulVec`, and then replaces the conditional mean of g by an arbitrary function `h` on Y, since nothing else about it matters. The statements `hL` and `hR` then reduce the two sides to the same double sum in opposite orders.

`condMean_contraction` is the variance argument. Inside it the conditional mean is called `m`, `h0` is the nonnegative spread, and `h1` expands the square. After the substitution for Σ_x p(x,y) f(x), `linarith` finishes the bound at fixed y.

`kernel_pow_symm` moves powers of K across the inner product by induction on `m`. The auxiliary statement `one` moves a single factor, and the induction hypothesis moves the rest. It must hold for all f, because the step applies it to K f. `lagCorr_squares` then splits the power of K as in the two formulas for C(2m) and C(2m+1).

In `data_augmentation`, detailed balance is checked for each y by `field_simp`. For the correlations, `Nat.even_or_odd'` writes k as 2m or 2m+1, and each case is a sum of nonnegative terms.

`lagCorr_antitone` needs only neighbouring lags, by `antitone_nat_of_succ_le`. From an even lag to the next it applies `condMean_contraction` directly; from an odd lag it uses `kernel_mulVec` to expose the second half step and applies the contraction to the transposed weight.

`lagCorr_one_eq_zero_iff` takes the odd formula at m = 0. `Finset.sum_eq_zero_iff_of_nonneg` makes every term vanish, and the positive marginal leaves the conditional mean as the only factor that can be zero.
